# Half the potential change corrects the charging energy of a finite capacitor bank to its constant-potential limit

When charge is added to an electrode in a finite cell, the electrode potential shifts, whereas a macroscopic electrode would stay at its initial potential; to compare the two, one must choose what a larger cell is. Here it is a bank of $N$ equal capacitors joined in parallel. Each has capacitance $C>0$ and initially holds charge $q$ at potential $U$, so that $q=CU$. The added charge $d$ stays the same while $N$ grows. The constant $C$ stands for the charge that one cell of the interface stores per unit of potential, and $U$ is measured from the potential at which the capacitor is uncharged.

For this model the energy change is $dU+d^2/(2NC)$. It tends to $dU=qd/C$ as $N$ grows, and subtracting half of $d$ times the potential change gives $dU$ at every $N>0$, including $N=1$. In slab calculations of electrochemical steps with a fixed number of electrons, this is the finite-size error and its correction, to the extent that the interface behaves as a capacitor of constant capacitance whose potential of zero charge does not change during the step.

## The energy change by hand

Let the capacitors carry charges $x_i$ with sum $S$. Their energy is $\sum_i x_i^2/(2C)$. Expanding the squared deviations from the mean charge gives

$$\sum_i\Big(x_i-\frac SN\Big)^2=\sum_i x_i^2-\frac{2S}{N}S+N\frac{S^2}{N^2}=\sum_i x_i^2-\frac{S^2}{N}.$$

Dividing by $2C$ and rearranging,

$$\sum_i\frac{x_i^2}{2C}=\frac{S^2}{2NC}+\sum_i\frac{(x_i-S/N)^2}{2C}.$$

The last sum is never negative, and it vanishes only when every capacitor carries $S/N$. Charge that can flow between the capacitors therefore settles into equal shares, and a joined bank with total charge $Q$ has energy $Q^2/(2NC)$. The derivative of this energy with respect to $Q$ is the potential $Q/(NC)$, which equals $U$ when $Q=NCU$.

Adding $d$ to the initial total $Nq$ changes the energy by

$$\frac{(Nq+d)^2-(Nq)^2}{2NC}=\frac{2Nqd+d^2}{2NC}=\frac{qd}{C}+\frac{d^2}{2NC}=dU+\frac{d^2}{2NC}.$$

The excess over $dU$ is positive for $d\neq0$, whatever the sign of $d$, and decays as $1/N$. The potential changes by

$$\frac{Nq+d}{NC}-\frac{Nq}{NC}=\frac{d}{NC},$$

and half of $d$ times this is $d^2/(2NC)$, exactly the excess.

**Numbers.** Take $C=0.5\,e/\mathrm{V}$, $U=1\,\mathrm{V}$, hence $q=0.5\,e$, and $d=1\,e$. A single capacitor gains $(1.5^2-0.5^2)/(2\cdot0.5)=2$ eV, while $dU=1$ eV. Its potential rises by $2$ V, so the correction is $\tfrac12\cdot1\cdot2=1$ eV, and $2-1=1$ eV is the limit. Four joined capacitors gain $(3^2-2^2)/(2\cdot4\cdot0.5)=1.25$ eV. Their potential rises by $0.5$ V, the correction is $0.25$ eV, and the result is again $1$ eV.

## The correction in a slab calculation

Suppose that a proton in a water layer is discharged on a metal slab. The number of electrons in the cell is fixed, so the surface charge of the metal changes during the step, and the work function differs between the initial and the final state. The change in surface charge, estimated by a charge partition, plays the part of $d$, and the difference in work function gives the potential change. Half their product is subtracted from the computed energy difference to estimate the reaction energy at the initial potential. Another route is to repeat the step in laterally larger cells with the same initial surface charge density and extrapolate in the inverse area.

The passage from the bank to such an interface rests on an assumption: apart from a chemical part that does not depend on cell size, the energy difference of the step is the change in the square of the surface charge, divided by twice a constant capacitance, which is proportional to the area and the same before and after the step. The work function at zero surface charge is also taken to be the same in both states. A shift of it, for instance by the dipole of the adsorbed hydrogen, changes the potential without a change in surface charge and is not covered by the model.

## Energies and potentials as definitions

A charge distribution is a function `x : Fin N → ℝ`, one real number per capacitor, and its energy is the sum of the separate capacitor energies.

```lean
import Mathlib

open Filter Topology

namespace CapacitorBank

noncomputable section

/-- Electrostatic energy of `N` separate capacitors of capacitance `C ≠ 0` carrying the
charges `x i`. -/
def bankEnergy {N : ℕ} (C : ℝ) (x : Fin N → ℝ) : ℝ := ∑ i, x i ^ 2 / (2 * C)
```

The joined bank is described by its total charge `Q` alone.

```lean
/-- Energy of `N` joined capacitors with total charge `Q`, for `N ≠ 0` and `C ≠ 0`. -/
def joinedEnergy (N : ℕ) (C Q : ℝ) : ℝ := Q ^ 2 / (2 * (N * C))

/-- Common potential of `N` joined capacitors with total charge `Q`, for `N ≠ 0` and `C ≠ 0`. -/
def joinedPotential (N : ℕ) (C Q : ℝ) : ℝ := Q / (N * C)
```

The next two definitions are differences between the final total `N * q + d` and the initial total `N * q`. The name `chargingEnergy` means the energy change of a bank that is already charged, not the quantity $e^2/(2C)$ that often bears this name. The letter `d` is a charge, not a plate distance.

```lean
/-- Energy change when charge `d` is added to `N` joined capacitors that hold charge `q` each,
for `N ≠ 0` and `C ≠ 0`. -/
def chargingEnergy (N : ℕ) (C q d : ℝ) : ℝ :=
  joinedEnergy N C (N * q + d) - joinedEnergy N C (N * q)

/-- Potential change when charge `d` is added to `N` joined capacitors that hold charge `q` each,
for `N ≠ 0` and `C ≠ 0`. -/
def potentialStep (N : ℕ) (C q d : ℝ) : ℝ :=
  joinedPotential N C (N * q + d) - joinedPotential N C (N * q)
```

## Equal sharing as the state of least energy

The first theorem is the splitting of the bank energy derived above.

```lean
/-- The energy of a bank is the joined energy of its total charge plus the energy of the
deviations from the mean charge. -/
theorem bankEnergy_eq {N : ℕ} (C : ℝ) (x : Fin N → ℝ) :
    bankEnergy C x = joinedEnergy N C (∑ i, x i)
      + ∑ i, (x i - (∑ j, x j) / N) ^ 2 / (2 * C) := by
  rcases Nat.eq_zero_or_pos N with rfl | hN
  · simp [bankEnergy, joinedEnergy]
  have hN' : (N : ℝ) ≠ 0 := by exact_mod_cast hN.ne'
  obtain ⟨S, hS⟩ : ∃ S, S = ∑ i, x i := ⟨_, rfl⟩
  -- the variance identity for the charges
  have h : ∑ i, (x i - S / N) ^ 2 = ∑ i, x i ^ 2 - S ^ 2 / N := by
    have e : ∀ i, (x i - S / N) ^ 2 = x i ^ 2 - 2 * (S / N) * x i + (S / N) ^ 2 :=
      fun i => by ring
    have k : (N : ℝ) * (S / N) ^ 2 = S ^ 2 / N := by field_simp
    simp only [e, Finset.sum_add_distrib, Finset.sum_sub_distrib, ← Finset.mul_sum,
      Finset.sum_const, Finset.card_univ, Fintype.card_fin, nsmul_eq_mul]
    rw [← hS]
    linear_combination k
  unfold bankEnergy joinedEnergy
  rw [← hS, ← Finset.sum_div, ← Finset.sum_div, h]
  ring
```

In the proof, `S` names the total charge, `e` expands each square, and `k` simplifies the constant term $N(S/N)^2$. Together they give the identity `h` for the squared deviations, which is then divided by $2C$. The theorem needs no conditions on $N$ and $C$: for nonzero values it is an algebraic identity, and for $N=0$ or $C=0$ both sides are zero, as Lean sets division by zero to zero. Its physical content is confined to $N>0$ and $C>0$.

The formula for the joined energy can now be justified from the separate capacitors. The set in the next statement contains the energies of all distributions with total charge `Q`, and `IsLeast` says that the joined energy belongs to this set and is a lower bound for it.

```lean
/-- For `N > 0` and `C > 0`, the joined energy is the least energy among all distributions of the
total charge `Q` over the `N` capacitors. -/
theorem joinedEnergy_isLeast {N : ℕ} {C : ℝ} (hN : 0 < N) (hC : 0 < C) (Q : ℝ) :
    IsLeast {E | ∃ x : Fin N → ℝ, ∑ i, x i = Q ∧ bankEnergy C x = E}
      (joinedEnergy N C Q) := by
  have hN' : (N : ℝ) ≠ 0 := by exact_mod_cast hN.ne'
  constructor
  · -- equal sharing reaches the minimum
    refine ⟨fun _ => Q / N, ?_, ?_⟩
    · rw [Finset.sum_const, Finset.card_univ, Fintype.card_fin, nsmul_eq_mul]
      field_simp
    · simp only [bankEnergy, joinedEnergy, Finset.sum_const, Finset.card_univ,
        Fintype.card_fin, nsmul_eq_mul]
      field_simp
  · rintro E ⟨x, rfl, rfl⟩
    rw [bankEnergy_eq]
    exact le_add_of_nonneg_right (Finset.sum_nonneg fun i _ => by positivity)
```

Membership is shown by the distribution that gives each capacitor `Q / N`. The lower bound follows from the splitting, since the sum of squared deviations is nonnegative.

Equality holds only for equal sharing: a sum of nonnegative terms is zero exactly when each term is zero.

```lean
/-- For `C > 0`, a bank has the joined energy of its total charge exactly when every capacitor
carries the mean charge. -/
theorem bankEnergy_eq_joinedEnergy_iff {N : ℕ} {C : ℝ} (hC : 0 < C) (x : Fin N → ℝ) :
    bankEnergy C x = joinedEnergy N C (∑ i, x i) ↔ ∀ i, x i = (∑ j, x j) / N := by
  rw [bankEnergy_eq, add_eq_left,
    Finset.sum_eq_zero_iff_of_nonneg (fun i _ => by positivity)]
  simp [hC.ne', sub_eq_zero]
```

## The potential as a derivative

The hypothesis `hQ` says that the total charge is $NCU$. The conclusion has two parts: the defined potential has the value `U`, and `U` is the derivative of the joined energy at `Q`.

```lean
/-- For `N > 0` and `C > 0`, joined capacitors with total charge `Q = N C U` have potential `U`,
and `U` is the derivative of their energy with respect to charge. -/
theorem hasDerivAt_joinedEnergy {N : ℕ} {C Q U : ℝ} (hN : 0 < N) (hC : 0 < C)
    (hQ : Q = N * C * U) :
    joinedPotential N C Q = U ∧ HasDerivAt (joinedEnergy N C) U Q := by
  have hN' : (N : ℝ) ≠ 0 := by exact_mod_cast hN.ne'
  have hNC : (N : ℝ) * C ≠ 0 := mul_ne_zero hN' hC.ne'
  constructor
  · rw [joinedPotential, div_eq_iff hNC, hQ]
    ring
  · change HasDerivAt (fun y : ℝ => y ^ 2 / (2 * ((N : ℝ) * C))) U Q
    refine ((hasDerivAt_pow 2 Q).div_const (2 * ((N : ℝ) * C))).congr_deriv ?_
    rw [div_eq_iff (mul_ne_zero two_ne_zero hNC), hQ]
    simp only [Nat.cast_ofNat, show 2 - 1 = 1 from rfl, pow_one]
    ring
```

The second part differentiates $Q^2$, divides by the constant $2NC$, and inserts `hQ`.

## The excess and its removal at finite size

From here on the relation between charge and potential is the hypothesis `hq : q = C * U`. As $C>0$, it only gives the name $U$ to $q/C$ and does not restrict the charge.

```lean
/-- For `N > 0` and `C > 0`, adding charge `d` to `N` joined capacitors, each with charge
`q = C U`, changes the energy by `d U + d² / (2 N C)`. -/
theorem chargingEnergy_eq {N : ℕ} {C q U : ℝ} (hN : 0 < N) (hC : 0 < C) (hq : q = C * U)
    (d : ℝ) : chargingEnergy N C q d = d * U + d ^ 2 / (2 * (N * C)) := by
  have hN' : (N : ℝ) ≠ 0 := by exact_mod_cast hN.ne'
  have hC' : C ≠ 0 := hC.ne'
  unfold chargingEnergy joinedEnergy
  rw [hq]
  field_simp
  ring
```

The proof inserts `hq`, clears the denominators and compares polynomials, as in the expansion by hand. The strict inequality follows because $d^2/(2NC)$ is positive when $d\neq0$.

```lean
/-- For `N > 0`, `C > 0`, `q = C U` and `d ≠ 0`, the energy change of the finite bank is strictly
larger than `d U`. -/
theorem lt_chargingEnergy {N : ℕ} {C q U d : ℝ} (hN : 0 < N) (hC : 0 < C) (hq : q = C * U)
    (hd : d ≠ 0) : d * U < chargingEnergy N C q d := by
  rw [chargingEnergy_eq hN hC hq]
  have h : 0 < d ^ 2 / (2 * ((N : ℝ) * C)) := by positivity
  linarith
```

For the correction, the proof first finds the potential change $d/(NC)$ and then cancels half of $d$ times it against the excess.

```lean
/-- For every `N > 0`, with `C > 0` and `q = C U`, the energy change minus half of `d` times the
potential change is exactly `d U`. -/
theorem corrected_chargingEnergy {N : ℕ} {C q U : ℝ} (hN : 0 < N) (hC : 0 < C)
    (hq : q = C * U) (d : ℝ) :
    chargingEnergy N C q d - d / 2 * potentialStep N C q d = d * U := by
  have h : potentialStep N C q d = d / (N * C) := by
    unfold potentialStep joinedPotential
    ring
  rw [chargingEnergy_eq hN hC hq, h]
  ring
```

## The limit of many capacitors

The last theorem joins three statements: the energy change tends to $qd/C$ as the natural number $N$ goes to infinity, this value is $dU$, and it equals the corrected energy change of one capacitor. The charge per capacitor, the capacitance and the added charge stay fixed along the sequence.

```lean
/-- For capacitors with `C > 0` and charge `q = C U` each, the energy change on adding charge `d`
tends to `q d / C = d U` as their number grows. This limit equals the energy change of a single
capacitor minus half of `d` times its potential change. -/
theorem tendsto_chargingEnergy {C q U : ℝ} (hC : 0 < C) (hq : q = C * U) (d : ℝ) :
    Tendsto (fun N : ℕ => chargingEnergy N C q d) atTop (𝓝 (q * d / C)) ∧
      q * d / C = d * U ∧
      q * d / C = chargingEnergy 1 C q d - d / 2 * potentialStep 1 C q d := by
  have hU : q * d / C = d * U := by
    rw [div_eq_iff hC.ne', hq]
    ring
  refine ⟨?_, hU, ?_⟩
  · -- the excess over `d U` decays as `1 / N`
    have h : Tendsto (fun N : ℕ => d * U + d ^ 2 / (2 * C) / (N : ℝ)) atTop
        (𝓝 (d * U + 0)) :=
      tendsto_const_nhds.add (tendsto_const_div_atTop_nhds_zero_nat _)
    rw [add_zero] at h
    rw [hU]
    refine h.congr' ?_
    filter_upwards [eventually_gt_atTop 0] with N hN
    rw [chargingEnergy_eq hN hC hq]
    ring
  · rw [hU, corrected_chargingEnergy one_pos hC hq]

end

end CapacitorBank
```

The limit is first taken for the explicit expression $dU+\frac{d^2}{2C}\cdot\frac1N$. This agrees with the energy change for all $N>0$, which is enough for a limit at infinity, and `filter_upwards` transfers the result. The final equality is the finite-size correction at $N=1$.

```lean
#print axioms CapacitorBank.bankEnergy_eq_joinedEnergy_iff
#print axioms CapacitorBank.hasDerivAt_joinedEnergy
#print axioms CapacitorBank.lt_chargingEnergy
#print axioms CapacitorBank.tendsto_chargingEnergy
```

```
'CapacitorBank.bankEnergy_eq_joinedEnergy_iff' depends on axioms: [propext, Classical.choice, Quot.sound]
'CapacitorBank.hasDerivAt_joinedEnergy' depends on axioms: [propext, Classical.choice, Quot.sound]
'CapacitorBank.lt_chargingEnergy' depends on axioms: [propext, Classical.choice, Quot.sound]
'CapacitorBank.tendsto_chargingEnergy' depends on axioms: [propext, Classical.choice, Quot.sound]
```
